# Landweber iteration from zero converges to the minimum-norm least-squares solution for small enough steps

Suppose a linear fit has redundant parameters, as when two basis functions are linearly dependent. The best-fit parameters are then not unique, and a gradient iteration never changes the part of its starting vector that the data cannot see, so two starting points can give two different answers. If the step is too long, the iteration may not settle at all: for the simplest fit, x ≈ b with b ≠ 0, the iteration defined below, with step τ = 2, jumps between 0 and 2b for ever.

Starting from zero with a bounded step avoids both problems. For a real matrix A, data b and step τ > 0, the iteration is

x_0 = 0,  x_{k+1} = x_k + τ Aᵀ(b − A x_k).

If τ‖Ax‖² ≤ c‖x‖² for all x, with some c < 2, it converges to the least-squares solution of smallest norm. This applies to fits such as atomic charges matched to an electrostatic potential, provided that the model is linear in finitely many real parameters and the fit is an unconstrained sum of squares.

## The fit and its preferred solution

The finite index type `m` labels the data and `n` labels the parameters. Either may be the larger, and no rank is assumed.

```lean
import Mathlib

open Matrix Filter Topology

namespace LandweberIteration

noncomputable section

variable {m n : Type*} [Fintype m] [Fintype n]
```

Vectors are real functions on these index types. The squared norm is the dot product of a vector with itself,

‖v‖² = v · v = Σ_i v_i².

```lean
/-- The squared Euclidean norm of a real vector. -/
def sqNorm (v : n → ℝ) : ℝ := v ⬝ᵥ v
```

The iteration is defined by recursion on the number of steps. In Lean, `*ᵥ` applies a matrix to a vector, and `landweber A b τ k` is x_k.

```lean
/-- The Landweber iteration: start from zero and repeatedly add `τ Aᵀ (b - A x)`. -/
def landweber (A : Matrix m n ℝ) (b : m → ℝ) (τ : ℝ) : ℕ → n → ℝ
  | 0 => 0
  | k + 1 => landweber A b τ k + τ • (Aᵀ *ᵥ (b - A *ᵥ landweber A b τ k))
```

A least-squares solution x is defined by what it minimises, with no formula for it:

‖Ax − b‖² ≤ ‖Ay − b‖² for every y.

```lean
/-- The parameters `x` minimise the squared residual of the linear fit `A x ≈ b`. -/
def IsLeastSquares (A : Matrix m n ℝ) (b : m → ℝ) (x : n → ℝ) : Prop :=
  ∀ y, sqNorm (A *ᵥ x - b) ≤ sqNorm (A *ᵥ y - b)
```

Among these solutions, the minimum-norm one also satisfies ‖x‖² ≤ ‖y‖² for every least-squares solution y. It carries no component along parameter combinations that leave the fit unchanged.

```lean
/-- Among all least-squares solutions, `x` has the smallest Euclidean norm. -/
def IsMinNormLeastSquares (A : Matrix m n ℝ) (b : m → ℝ) (x : n → ℝ) : Prop :=
  IsLeastSquares A b x ∧ ∀ y, IsLeastSquares A b y → sqNorm x ≤ sqNorm y
```

## Three facts about the scalar product

A sum of squares is non-negative:

‖v‖² ≥ 0.

```lean
/-- The squared norm is never negative. -/
theorem sqNorm_nonneg (v : n → ℝ) : 0 ≤ sqNorm v :=
  Finset.sum_nonneg fun i _ => mul_self_nonneg (v i)
```

Expanding the square gives

‖u − t v‖² = ‖u‖² − 2t (u · v) + t²‖v‖².

```lean
/-- The squared norm of `u - t v`, expanded in powers of `t`. -/
theorem sqNorm_sub_smul (u v : n → ℝ) (t : ℝ) :
    sqNorm (u - t • v) = sqNorm u - 2 * t * (u ⬝ᵥ v) + t ^ 2 * sqNorm v := by
  simp only [sqNorm, sub_dotProduct, dotProduct_sub, smul_dotProduct, dotProduct_smul,
    smul_eq_mul, dotProduct_comm v u]
  ring
```

The transpose moves a matrix across the scalar product:

(Aᵀu) · v = u · (Av).

```lean
/-- The transpose moves a matrix from one side of the scalar product to the other. -/
theorem transpose_dot (A : Matrix m n ℝ) (u : m → ℝ) (v : n → ℝ) :
    (Aᵀ *ᵥ u) ⬝ᵥ v = u ⬝ᵥ (A *ᵥ v) := by
  rw [Matrix.mulVec_transpose, Matrix.dotProduct_mulVec]
```

## The normal equations always have a solution

Setting the gradient of the squared residual to zero gives AᵀAx = Aᵀb. To see that this is solvable even when AᵀA is singular, note that AᵀAx = 0 implies ‖Ax‖² = x · AᵀAx = 0, hence Ax = 0. So AᵀA and A have the same kernel, and therefore the same rank, which is also the rank of Aᵀ. Since

range(AᵀA) ⊆ range(Aᵀ)

and the dimensions agree, the two ranges are equal, and Aᵀb lies in the range of AᵀA. The proof takes the rank identities from Mathlib and turns the inclusion `hle` into the equality `heq`.

```lean
/-- The normal equations `Aᵀ A x = Aᵀ b` have a solution for every matrix and all data. -/
theorem exists_normal_equations (A : Matrix m n ℝ) (b : m → ℝ) :
    ∃ x, Aᵀ *ᵥ (A *ᵥ x) = Aᵀ *ᵥ b := by
  classical
  have hle : LinearMap.range (Aᵀ * A).mulVecLin ≤ LinearMap.range Aᵀ.mulVecLin := by
    rintro _ ⟨x, rfl⟩
    exact ⟨A *ᵥ x, by simp only [Matrix.mulVecLin_apply, Matrix.mulVec_mulVec]⟩
  -- equal ranks turn the inclusion of ranges into an equality
  have heq := Submodule.eq_of_le_of_finrank_eq hle
    ((Matrix.rank_transpose_mul_self A).trans (Matrix.rank_transpose A).symm)
  have hb : Aᵀ *ᵥ b ∈ LinearMap.range (Aᵀ * A).mulVecLin := by
    rw [heq]
    exact ⟨b, rfl⟩
  obtain ⟨x, hx⟩ := hb
  exact ⟨x, by rw [Matrix.mulVec_mulVec]; exact hx⟩
```

## Two Pythagoras identities single out x = Aᵀw

Let x = Aᵀw solve the normal equations. For any y, write Ay − b = (Ax − b) − A(x − y). The cross term vanishes, because

(Ax − b) · A(x − y) = (AᵀAx − Aᵀb) · (x − y) = 0,

and so

‖Ay − b‖² = ‖Ax − b‖² + ‖A(x − y)‖².

Hence x is a least-squares solution. If y is another, the last term must be zero, so A(x − y) = 0. Then x · (x − y) = w · A(x − y) = 0, which gives

‖y‖² = ‖x‖² + ‖x − y‖².

So x has the smallest norm, and any y with the same norm equals x. In the proof these identities are `split` and `pyth`.

```lean
/-- A solution of the normal equations of the form `Aᵀ w` is the unique least-squares
solution of smallest norm. -/
theorem minNorm_of_source (A : Matrix m n ℝ) (b w : m → ℝ)
    (hw : Aᵀ *ᵥ (A *ᵥ (Aᵀ *ᵥ w)) = Aᵀ *ᵥ b) :
    IsMinNormLeastSquares A b (Aᵀ *ᵥ w) ∧
      ∀ y, IsMinNormLeastSquares A b y → y = Aᵀ *ᵥ w := by
  obtain ⟨x, hx⟩ : ∃ x, x = Aᵀ *ᵥ w := ⟨_, rfl⟩
  rw [← hx] at hw ⊢
  -- the residual of `x` is orthogonal to the range of `A`
  have split : ∀ y, sqNorm (A *ᵥ y - b) = sqNorm (A *ᵥ x - b) + sqNorm (A *ᵥ (x - y)) := by
    intro y
    have h0 : (A *ᵥ x - b) ⬝ᵥ (A *ᵥ (x - y)) = 0 := by
      rw [← transpose_dot, Matrix.mulVec_sub, hw, sub_self, zero_dotProduct]
    have h1 : A *ᵥ y - b = (A *ᵥ x - b) - (1 : ℝ) • (A *ᵥ (x - y)) := by
      rw [one_smul, Matrix.mulVec_sub]
      abel
    rw [h1, sqNorm_sub_smul, h0]
    ring
  have hls : IsLeastSquares A b x := fun y => by
    linarith [split y, sqNorm_nonneg (A *ᵥ (x - y))]
  -- `x` is orthogonal to the kernel of `A`
  have pyth : ∀ y, IsLeastSquares A b y → sqNorm y = sqNorm x + sqNorm (x - y) := by
    intro y hy
    have h2 : sqNorm (A *ᵥ (x - y)) = 0 :=
      le_antisymm (by linarith [split y, hy x]) (sqNorm_nonneg _)
    have h3 : A *ᵥ (x - y) = 0 := dotProduct_self_eq_zero.mp h2
    have h4 : x ⬝ᵥ (x - y) = 0 := by
      rw [hx, transpose_dot, ← hx, h3, dotProduct_zero]
    have h5 := sqNorm_sub_smul x (x - y) 1
    rw [one_smul, sub_sub_cancel, h4] at h5
    linarith
  refine ⟨⟨hls, fun y hy => by linarith [pyth y hy, sqNorm_nonneg (x - y)]⟩, fun y hy => ?_⟩
  have h6 : sqNorm (x - y) = 0 :=
    le_antisymm (by linarith [pyth y hy.1, hy.2 x hls]) (sqNorm_nonneg _)
  exact (sub_eq_zero.mp (dotProduct_self_eq_zero.mp h6)).symm
```

## The error never grows

Below, the error x − x_k will turn out to obey e ↦ e − τAᵀAe. Put g = AᵀAe. Then

‖e − τg‖² = ‖e‖² − τ(2‖Ae‖² − τ‖g‖²),

so it is enough that τ‖g‖² ≤ 2‖Ae‖². Using Ae · Ag = ‖g‖², expand a square that cannot be negative:

0 ≤ ‖Ae − (τ/2)Ag‖² = ‖Ae‖² − τ‖g‖² + (τ²/4)‖Ag‖².

The step condition gives τ²‖Ag‖² ≤ cτ‖g‖² ≤ 2τ‖g‖². The right-hand side is therefore at most ‖Ae‖² − (τ/2)‖g‖², which is the inequality needed. In the proof, `h3` is the square, `h4` and `h5` bring in the step condition, and `h6` is the conclusion about g. No eigenvalues are used.

```lean
/-- If `τ ≥ 0` and `τ ‖A x‖² ≤ c ‖x‖²` for all `x`, with `c ≤ 2`, then the map
`e ↦ e - τ Aᵀ A e` does not increase the norm. -/
theorem error_contracts (A : Matrix m n ℝ) {τ c : ℝ} (hτ : 0 ≤ τ) (hc : c ≤ 2)
    (hA : ∀ x, τ * sqNorm (A *ᵥ x) ≤ c * sqNorm x) (e : n → ℝ) :
    sqNorm (e - τ • (Aᵀ *ᵥ (A *ᵥ e))) ≤ sqNorm e := by
  have h1 : e ⬝ᵥ (Aᵀ *ᵥ (A *ᵥ e)) = sqNorm (A *ᵥ e) := by
    rw [dotProduct_comm, transpose_dot, sqNorm]
  have h2 : (A *ᵥ e) ⬝ᵥ (A *ᵥ (Aᵀ *ᵥ (A *ᵥ e))) = sqNorm (Aᵀ *ᵥ (A *ᵥ e)) := by
    rw [← transpose_dot, sqNorm]
  -- a non-negative square bounds `Aᵀ` on the vector `A e`
  have h3 := sqNorm_nonneg (A *ᵥ e - (τ / 2) • (A *ᵥ (Aᵀ *ᵥ (A *ᵥ e))))
  rw [sqNorm_sub_smul, h2] at h3
  have h4 := mul_le_mul_of_nonneg_left (hA (Aᵀ *ᵥ (A *ᵥ e))) hτ
  have h5 := mul_nonneg (mul_nonneg hτ (sqNorm_nonneg (Aᵀ *ᵥ (A *ᵥ e)))) (sub_nonneg.mpr hc)
  have h6 : 0 ≤ 2 * sqNorm (A *ᵥ e) - τ * sqNorm (Aᵀ *ᵥ (A *ᵥ e)) := by
    linarith
  have h7 := mul_nonneg hτ h6
  rw [sqNorm_sub_smul, h1]
  linarith
```

## A bound on the error after k steps

Let e_k = x − x_k with x = Aᵀw. Because Aᵀb = AᵀAx,

e_{k+1} = e_k − τAᵀAe_k.

The start at zero gives e_0 = Aᵀw. Define p_0 = w and p_{k+1} = p_k − τAAᵀp_k; then e_k = Aᵀp_k at every step. Expanding the square and using the step condition,

‖p_{k+1}‖² = ‖p_k‖² − 2τ‖e_k‖² + τ²‖Ae_k‖² ≤ ‖p_k‖² − (2 − c)τ‖e_k‖².

Each step thus lowers ‖p_k‖² by at least (2 − c)τ times the current squared error. Since ‖e_{k+1}‖ ≤ ‖e_k‖, induction gives

‖p_k‖² + (2 − c)τk‖e_k‖² ≤ ‖w‖².

Indeed, passing to k + 1 adds at most (2 − c)τ‖e_k‖² to the second term, and the first term falls by at least as much. The statement `key` carries this inequality together with the relation between p and the error; dropping ‖p_k‖² leaves the bound.

```lean
/-- Error bound: if `Aᵀ w` solves the normal equations, `τ ≥ 0`, and `τ ‖A x‖² ≤ c ‖x‖²` for
all `x` with `c ≤ 2`, then `(2 - c) τ k ‖Aᵀ w - x_k‖² ≤ ‖w‖²` after `k` steps. -/
theorem landweber_error_bound (A : Matrix m n ℝ) (b w : m → ℝ) {τ c : ℝ}
    (hτ : 0 ≤ τ) (hc : c ≤ 2) (hA : ∀ x, τ * sqNorm (A *ᵥ x) ≤ c * sqNorm x)
    (hw : Aᵀ *ᵥ (A *ᵥ (Aᵀ *ᵥ w)) = Aᵀ *ᵥ b) (k : ℕ) :
    (2 - c) * τ * k * sqNorm (Aᵀ *ᵥ w - landweber A b τ k) ≤ sqNorm w := by
  -- the error is `Aᵀ p`, and the norm of `p` pays for the error at each step
  have key : ∃ p, Aᵀ *ᵥ p = Aᵀ *ᵥ w - landweber A b τ k ∧
      sqNorm p + (2 - c) * τ * k * sqNorm (Aᵀ *ᵥ w - landweber A b τ k) ≤ sqNorm w := by
    induction k with
    | zero => exact ⟨w, by simp [landweber], by simp⟩
    | succ k ih =>
      obtain ⟨p, hp, hb⟩ := ih
      have hstep : Aᵀ *ᵥ w - landweber A b τ (k + 1) =
          Aᵀ *ᵥ p - τ • (Aᵀ *ᵥ (A *ᵥ (Aᵀ *ᵥ p))) := by
        have h : Aᵀ *ᵥ (A *ᵥ (Aᵀ *ᵥ p)) = Aᵀ *ᵥ (b - A *ᵥ landweber A b τ k) := by
          rw [hp]
          simp only [Matrix.mulVec_sub, hw]
        rw [h, hp]
        exact sub_add_eq_sub_sub _ _ _
      refine ⟨p - τ • (A *ᵥ (Aᵀ *ᵥ p)), ?_, ?_⟩
      · rw [hstep, Matrix.mulVec_sub, Matrix.mulVec_smul]
      · have h1 : p ⬝ᵥ (A *ᵥ (Aᵀ *ᵥ p)) = sqNorm (Aᵀ *ᵥ p) := by
          rw [← transpose_dot, sqNorm]
        have h2 := mul_le_mul_of_nonneg_left (hA (Aᵀ *ᵥ p)) hτ
        have hD : 0 ≤ (2 - c) * τ * ((k : ℝ) + 1) :=
          mul_nonneg (mul_nonneg (sub_nonneg.mpr hc) hτ) (by positivity)
        have h3 := mul_le_mul_of_nonneg_left (error_contracts A hτ hc hA (Aᵀ *ᵥ p)) hD
        rw [← hp] at hb
        rw [hstep, sqNorm_sub_smul p, h1]
        push_cast
        linarith
  obtain ⟨p, -, hb⟩ := key
  linarith [sqNorm_nonneg p]
```

## Convergence for every c below 2

A suitable w comes from solving normal equations twice. First take x₀ with AᵀAx₀ = Aᵀb (here x₀ is an auxiliary vector, not the starting iterate). Then solve the normal equations for the matrix Aᵀ with data x₀, which gives AAᵀw = Ax₀. Together,

AᵀA(Aᵀw) = AᵀAx₀ = Aᵀb.

So Aᵀw is the unique minimum-norm least-squares solution, and for k ≥ 1

‖Aᵀw − x_k‖² ≤ ‖w‖² / ((2 − c)τk).

The right-hand side tends to zero. It is an upper bound, not the actual rate: the error has no component in the kernel of A, and along an eigenvector of AᵀA with eigenvalue λ > 0 each step multiplies it by 1 − τλ. For a fixed matrix the error therefore falls at least geometrically, though this can be slow if some τλ is close to 0 or 2. For the proof the bound is enough. Each squared component of the error is at most the squared norm, so every component converges. That is the meaning of `Tendsto` for functions on a finite index type, and here it agrees with convergence in norm.

The hypothesis `hA` says that no eigenvalue of τAᵀA exceeds c: if A ≠ 0, the step τ is at most c divided by the largest eigenvalue of AᵀA. The theorem states that a limit exists, that it is the minimum-norm least-squares solution, and that no other vector is.

```lean
/-- If `τ > 0` and `τ ‖A x‖² ≤ c ‖x‖²` for all `x`, with `c < 2`, the Landweber iterates
converge to the unique least-squares solution of smallest norm. -/
theorem landweber_tendsto_of_lt_two (A : Matrix m n ℝ) (b : m → ℝ) {τ c : ℝ}
    (hτ : 0 < τ) (hc : c < 2) (hA : ∀ x, τ * sqNorm (A *ᵥ x) ≤ c * sqNorm x) :
    ∃ x, IsMinNormLeastSquares A b x ∧ (∀ y, IsMinNormLeastSquares A b y → y = x) ∧
      Tendsto (landweber A b τ) atTop (𝓝 x) := by
  -- solve the normal equations twice to find a solution in the range of `Aᵀ`
  obtain ⟨x₀, h₀⟩ := exists_normal_equations A b
  obtain ⟨w, hw⟩ := exists_normal_equations Aᵀ x₀
  rw [Matrix.transpose_transpose] at hw
  have hn : Aᵀ *ᵥ (A *ᵥ (Aᵀ *ᵥ w)) = Aᵀ *ᵥ b := by rw [hw, h₀]
  obtain ⟨hmin, huniq⟩ := minNorm_of_source A b w hn
  refine ⟨Aᵀ *ᵥ w, hmin, huniq, ?_⟩
  have hD : 0 < (2 - c) * τ := mul_pos (sub_pos.mpr hc) hτ
  have hE : Tendsto (fun k => sqNorm (Aᵀ *ᵥ w - landweber A b τ k)) atTop (𝓝 0) := by
    refine squeeze_zero' (Eventually.of_forall fun k => sqNorm_nonneg _) ?_
      (tendsto_const_div_atTop_nhds_zero_nat (sqNorm w / ((2 - c) * τ)))
    filter_upwards [eventually_gt_atTop 0] with k hk
    have hk' : (0 : ℝ) < k := Nat.cast_pos.mpr hk
    rw [div_div, le_div_iff₀ (mul_pos hD hk')]
    linarith [landweber_error_bound A b w hτ.le hc.le hA hn k]
  -- each component of the error is bounded by the norm
  rw [tendsto_pi_nhds]
  intro i
  have hsq : Tendsto (fun k => ((Aᵀ *ᵥ w) i - landweber A b τ k i) ^ 2) atTop (𝓝 0) := by
    refine squeeze_zero (fun k => sq_nonneg _) (fun k => ?_) hE
    have h := Finset.single_le_sum
      (f := fun j => (Aᵀ *ᵥ w - landweber A b τ k) j * (Aᵀ *ᵥ w - landweber A b τ k) j)
      (fun j _ => mul_self_nonneg _) (Finset.mem_univ i)
    rw [pow_two]
    exact h
  have habs : Tendsto (fun k => |(Aᵀ *ᵥ w) i - landweber A b τ k i|) atTop (𝓝 0) := by
    have h := (Real.continuous_sqrt.tendsto 0).comp hsq
    simpa only [Function.comp_def, Real.sqrt_sq_eq_abs, Real.sqrt_zero] using h
  have hlim := ((tendsto_zero_iff_abs_tendsto_zero _).mpr habs).const_sub ((Aᵀ *ᵥ w) i)
  simpa only [sub_sub_cancel, sub_zero] using hlim
```

## The step condition with c = 1

The choice c = 1 gives the simpler condition

τ‖Ax‖² ≤ ‖x‖² for all x.

With one datum and one parameter, A is a number a. If a ≠ 0, the recursion gives

x_k = (1 − (1 − τa²)^k) b/a,

which tends to b/a when 0 < τa² ≤ 1 and reaches it in one step when τa² = 1. If a = 0, every x fits equally well, and the iterates stay at 0, the solution of smallest norm.

The theorem concerns the limit k → ∞ for fixed data in real arithmetic. It gives no rule for stopping early on noisy data, and it does not model rounding errors.

```lean
/-- Landweber convergence: if `τ > 0` and `τ ‖A x‖² ≤ ‖x‖²` for all `x`, the iterates started
from zero converge to the unique least-squares solution of smallest norm. -/
theorem landweber_tendsto (A : Matrix m n ℝ) (b : m → ℝ) {τ : ℝ}
    (hτ : 0 < τ) (hA : ∀ x, τ * sqNorm (A *ᵥ x) ≤ sqNorm x) :
    ∃ x, IsMinNormLeastSquares A b x ∧ (∀ y, IsMinNormLeastSquares A b y → y = x) ∧
      Tendsto (landweber A b τ) atTop (𝓝 x) :=
  landweber_tendsto_of_lt_two A b hτ one_lt_two fun x => by
    rw [one_mul]
    exact hA x
```

## At c = 2 the iterates can oscillate

Take A = 1 and τ = 2. Then τ‖Ax‖² = 2‖x‖², so the step condition holds with c = 2 and, for a non-empty parameter set, with no smaller c. The recursion becomes

x_{k+1} = x_k + 2(b − x_k) = 2b − x_k,

and the iterates run 0, 2b, 0, 2b, and so on. For b ≠ 0 they do not converge, although the least-squares solution is simply b. The proof establishes this recursion as `step` and applies it twice to go from one even index to the next.

```lean
/-- For the identity matrix and `τ = 2` the iterates alternate between `0` and `2 b`. -/
theorem landweber_oscillates [DecidableEq n] (b : n → ℝ) (k : ℕ) :
    landweber (1 : Matrix n n ℝ) b 2 (2 * k) = 0 ∧
      landweber (1 : Matrix n n ℝ) b 2 (2 * k + 1) = (2 : ℝ) • b := by
  have step : ∀ j, landweber (1 : Matrix n n ℝ) b 2 (j + 1) =
      (2 : ℝ) • b - landweber (1 : Matrix n n ℝ) b 2 j := by
    intro j
    simp only [landweber, Matrix.transpose_one, Matrix.one_mulVec]
    module
  have even : landweber (1 : Matrix n n ℝ) b 2 (2 * k) = 0 := by
    induction k with
    | zero => rfl
    | succ k ih =>
      change landweber (1 : Matrix n n ℝ) b 2 (2 * k + 1 + 1) = 0
      rw [step, step, ih, sub_zero, sub_self]
  exact ⟨even, by rw [step, even, sub_zero]⟩

end

end LandweberIteration
```

```lean
#print axioms LandweberIteration.landweber_tendsto
#print axioms LandweberIteration.landweber_oscillates
```

```
'LandweberIteration.landweber_tendsto' depends on axioms: [propext, Classical.choice, Quot.sound]
'LandweberIteration.landweber_oscillates' depends on axioms: [propext, Classical.choice, Quot.sound]
```
